# A ring with triple-sum stiffness is unstable at every positive gain exactly when three divides its length

## Choosing the length of the supercell

Before a surface is relaxed to test for a threefold reconstruction, meaning one that triples the period along one direction, the length of the supercell in that direction has to be chosen, and it should be a multiple of three surface cells. Any other length excludes the period-three pattern through its periodic boundary condition. The relaxation may then return to the flat surface even though a longer or shorter cell would reconstruct.

The model below shows this in a harmonic, one-dimensional setting with one scalar displacement per site. There, a cell whose length is not a multiple of three hides the instability completely when the driving force is weak enough.

## The energy of a displaced ring

Let $N\ge 1$ sites form a ring, and let $x_i$ be the real displacement of site $i$, with indices taken modulo $N$. Define the triple sum and the energy by

$$t_i=x_{i-1}+x_i+x_{i+1},\qquad E_e(x)=\sum_i t_i^2-e\sum_i x_i^2 .$$

The first term is a postulated stiffness. It stands for a local compensation rule: a displacement is cheap if its neighbours balance it within each group of three. The second term is a local gain from displacing a site, for example through better bonding. The energy is divided by the stiffness constant, so $e$ is the dimensionless ratio of gain to stiffness.

There are two cases:

- If $3\mid N$, then for every $e>0$ some displacement has $E_e(x)<0$.
- If $3\nmid N$, there is a threshold $e_0>0$ such that $E_e(x)>0$ for all $e<e_0$ and all $x\neq 0$. The value $e_0=1/N^2$ works.

For instance, at $e=0.05$ the flat ring of three sites is unstable, while the flat ring of four sites is stable, because $0.05\cdot 4^2=0.8<1$.

## A pattern that costs no stiffness

Let $3\mid N$ and repeat the displacements $1,-1,0$ around the ring. Any three consecutive sites carry each of these values once, so $t_i=0$ everywhere and

$$E_e(x)=-e\sum_i x_i^2<0 .$$

Normalised to $\sum_i x_i^2=1$, the pattern has energy $-e$.

## One displacement from the triple sums

Let $3\nmid N$, and write $X=\sum_i x_i$. Consecutive groups of three cannot cover the ring exactly, but they miss by only one site.

If $N=3m+1$, take $M=m$ groups covering the sites $j+1,\dots,j+3m$. These are all sites except $j$. With $P_j$ the sum of the corresponding triple sums, $P_j=X-x_j$, so $x_j=X-P_j$.

If $N=3m+2$, take $M=m+1$ groups covering $j,\dots,j+3m+2=j+N$. Now site $j$ is counted twice, $P_j=X+x_j$, and $x_j=-(X-P_j)$.

In both cases $x_j^2=(X-P_j)^2$ and $2M\le N$.

## The bound on the displacements

Let $S=\sum_i t_i^2$. Each displacement is counted three times in the sum of all triple sums, so $\sum_i t_i=3X$, and Cauchy–Schwarz gives $9X^2\le NS$. Applied to the $M$ terms of $P_j$, it gives $P_j^2\le M\sum_k t_{j+c+3k}^2$, where $k$ runs from $0$ to $M-1$ and $c$ is $2$ in the first case and $1$ in the second. Summing over $j$ turns each shifted sum into $S$, hence

$$\sum_j P_j^2\le M^2S\le \tfrac14N^2S .$$

Since $(X-P_j)^2\le 2X^2+2P_j^2$,

$$\sum_j x_j^2\le 2NX^2+2\sum_jP_j^2\le\left(\tfrac29+\tfrac12\right)N^2S\le N^2S .$$

Therefore

$$N^2E_e(x)=N^2S-eN^2\sum_i x_i^2\ge(1-eN^2)\sum_i x_i^2,$$

which is positive for $x\ne0$ and $eN^2<1$.

## When another wave becomes unstable

For an allowed wave number $q=2\pi n/N$ with integer $n$, put $x_i=\cos(qi)$. The addition formula gives $t_i=(1+2\cos q)\,x_i$, so

$$E_e(x)=\big[(1+2\cos q)^2-e\big]\sum_i x_i^2 .$$

The bracket is the energy of the normalised wave. A ring of any length is thus unstable once $e>(1+2\cos q)^2$ for one of its allowed waves. For $N=4$ the smallest such value is $1$, so the ring is unstable for $e>1$. The general bound guarantees stability only for $e<1/16$, which is cautious. The waves $\cos(qi)$ and $\sin(qi)$ diagonalise the energy, so the exact threshold is the smallest value of $(1+2\cos q)^2$, here $1$. This last remark is not part of the Lean file.

## Reading the Lean definitions

Sites are elements of `ZMod N`, the integers modulo $N$, which builds in the periodic boundary. The assumption `NeZero N` excludes only $N=0$. On rings of one or two sites some neighbours coincide, and `triple` counts them with their multiplicity. A displacement is a function `x : ZMod N → ℝ`, and `energy e x` is $E_e(x)$. The condition `x ≠ 0` means that at least one site is displaced.

A plane wave is an additive character `χ : AddChar (ZMod N) ℂ`, a function that turns addition of sites into multiplication of complex numbers. For the wave number $q$ used above, $\chi(1)$ has real part $\cos q$ and imaginary part $\sin q$, so `(χ 1).re` is $\cos q$.

The theorem `threefold_instability` states the two cases, with the threshold given only as some positive `e₀`. The explicit condition $eN^2<1$ is in `energy_pos`. Both stability statements also allow negative `e`.

The energy is purely quadratic. It decides whether the flat ring is stable, but without higher-order terms it gives no final amplitude for the reconstruction. Electrons don't appear explicitly, and the stiffness rule is assumed, not derived from an electronic Hamiltonian.

## The complete file

```lean
import Mathlib

open Finset

namespace ThreefoldReconstruction

noncomputable section

variable {N : ℕ} [NeZero N]

/-- The sum of the displacements of a site and its two neighbours on a ring of `N` sites. -/
def triple (x : ZMod N → ℝ) (i : ZMod N) : ℝ := x (i - 1) + x i + x (i + 1)

/-- The surface energy: a stiffness against nonzero triple sums, minus a local gain of
strength `e` for displacing the sites. -/
def energy (e : ℝ) (x : ZMod N → ℝ) : ℝ := ∑ i, triple x i ^ 2 - e * ∑ i, x i ^ 2

/-- The displacements `1, -1, 0` in a cell of three sites. -/
def pattern (j : ZMod 3) : ℤ := if j = 0 then 1 else if j = 1 then -1 else 0

/-- The threefold reconstruction: the pattern `1, -1, 0` repeated around a ring whose
number of sites is a multiple of three. -/
def threefold (h : 3 ∣ N) (i : ZMod N) : ℝ := (pattern (ZMod.castHom h (ZMod 3) i) : ℝ)

omit [NeZero N] in
/-- All triple sums of the threefold reconstruction vanish. -/
theorem triple_threefold (h : 3 ∣ N) (i : ZMod N) : triple (threefold h) i = 0 := by
  have key : ∀ j : ZMod 3, pattern (j - 1) + pattern j + pattern (j + 1) = 0 := by decide
  simp only [triple, threefold, map_sub, map_add, map_one]
  exact_mod_cast key _

/-- A displacement that is not identically zero has a positive sum of squares. -/
theorem sum_sq_pos {x : ZMod N → ℝ} (hx : x ≠ 0) : 0 < ∑ i, x i ^ 2 := by
  obtain ⟨i, hi⟩ := Function.ne_iff.mp hx
  have hi' : x i ≠ 0 := hi
  exact Finset.sum_pos' (fun i _ => sq_nonneg _) ⟨i, Finset.mem_univ i, by positivity⟩

omit [NeZero N] in
/-- The triple sums of `M` consecutive cells of three sites add up to the sum of the
displacements along `3 * M` consecutive steps. -/
theorem sum_window (x : ZMod N → ℝ) (a : ZMod N) (M : ℕ) :
    ∑ k ∈ range M, triple x (a + 1 + 3 * (k : ZMod N)) =
      ∑ l ∈ range (3 * M), x (a + (l : ZMod N)) := by
  induction M with
  | zero => simp
  | succ M ih =>
    rw [show 3 * (M + 1) = 3 * M + 1 + 1 + 1 by ring]
    simp only [Finset.sum_range_succ]
    rw [ih]
    have e1 : a + 1 + 3 * (M : ZMod N) - 1 = a + ((3 * M : ℕ) : ZMod N) := by
      push_cast; ring
    have e2 : a + 1 + 3 * (M : ZMod N) = a + ((3 * M + 1 : ℕ) : ZMod N) := by
      push_cast; ring
    have e3 : a + 1 + 3 * (M : ZMod N) + 1 = a + ((3 * M + 1 + 1 : ℕ) : ZMod N) := by
      push_cast; ring
    unfold triple
    rw [e1, e3, e2]
    ring

/-- Going once around the ring from any site collects the total displacement. -/
theorem sum_ring (x : ZMod N → ℝ) (a : ZMod N) :
    ∑ l ∈ range N, x (a + (l : ZMod N)) = ∑ i, x i := by
  rw [← Equiv.sum_comp (Equiv.addLeft a) x]
  refine Finset.sum_nbij' (fun l => (l : ZMod N)) ZMod.val ?_ ?_ ?_ ?_ ?_
  · intro l _
    exact Finset.mem_univ _
  · intro i _
    exact Finset.mem_range.mpr (ZMod.val_lt i)
  · intro l hl
    exact ZMod.val_cast_of_lt (Finset.mem_range.mp hl)
  · intro i _
    exact ZMod.natCast_zmod_val i
  · intro l _
    rfl

/-- If three does not divide `N`, each displacement is, up to sign, the total displacement
minus a sum of at most `N / 2` triple sums. -/
theorem exists_inversion (h : ¬ 3 ∣ N) (x : ZMod N → ℝ) :
    ∃ M : ℕ, 2 * M ≤ N ∧ ∃ c : ZMod N, ∀ j, x j ^ 2 =
      (∑ i, x i - ∑ k ∈ range M, triple x (j + c + 3 * (k : ZMod N))) ^ 2 := by
  have hN : N % 3 = 1 ∨ N % 3 = 2 := by omega
  rcases hN with h1 | h2
  · -- the cells leave out exactly one site
    refine ⟨N / 3, by omega, 2, fun j => ?_⟩
    have hn : 3 * (N / 3) + 1 = N := by omega
    have hr : ∑ l ∈ range N, x (j + 1 + (l : ZMod N)) =
        ∑ l ∈ range (3 * (N / 3)), x (j + 1 + (l : ZMod N)) +
          x (j + 1 + ((3 * (N / 3) : ℕ) : ZMod N)) := by
      rw [← Finset.sum_range_succ (fun l : ℕ => x (j + 1 + (l : ZMod N))), hn]
    have hz : j + 1 + ((3 * (N / 3) : ℕ) : ZMod N) = j := by
      have h0 : ((3 * (N / 3) + 1 : ℕ) : ZMod N) = 0 := by
        rw [hn]
        exact ZMod.natCast_self N
      rw [Nat.cast_add, Nat.cast_one] at h0
      linear_combination h0
    rw [show j + 2 = j + 1 + 1 by ring, sum_window x (j + 1) (N / 3),
      ← sum_ring x (j + 1), hr, hz]
    ring
  · -- the cells count exactly one site twice
    refine ⟨N / 3 + 1, by omega, 1, fun j => ?_⟩
    have hw := sum_window x j (N / 3 + 1)
    have hn : 3 * (N / 3 + 1) = N + 1 := by omega
    rw [hn, Finset.sum_range_succ (fun l : ℕ => x (j + (l : ZMod N))), sum_ring x j,
      ZMod.natCast_self, add_zero] at hw
    rw [hw]
    ring

/-- If three does not divide `N`, the sum of the squared displacements is at most `N ^ 2` times the
sum of the squared triple sums. -/
theorem stiffness_gap (h : ¬ 3 ∣ N) (x : ZMod N → ℝ) :
    ∑ i, x i ^ 2 ≤ (N : ℝ) ^ 2 * ∑ i, triple x i ^ 2 := by
  obtain ⟨M, hM, c, hx⟩ := exists_inversion h x
  obtain ⟨P, hP⟩ : ∃ P : ZMod N → ℝ, ∀ j, P j =
      ∑ k ∈ range M, triple x (j + c + 3 * (k : ZMod N)) := ⟨_, fun _ => rfl⟩
  have hS : 0 ≤ ∑ i, triple x i ^ 2 := Finset.sum_nonneg fun i _ => sq_nonneg _
  -- the total displacement is a third of the sum of all triple sums
  have hT : ∑ i, triple x i = 3 * ∑ i, x i := by
    have h1 : ∑ i, x (i - 1) = ∑ i, x i := Equiv.sum_comp (Equiv.subRight 1) x
    have h2 : ∑ i, x (i + 1) = ∑ i, x i := Equiv.sum_comp (Equiv.addRight 1) x
    simp only [triple, Finset.sum_add_distrib]
    rw [h1, h2]
    ring
  have hT2 := sq_sum_le_card_mul_sum_sq (s := (univ : Finset (ZMod N))) (f := triple x)
  rw [Finset.card_univ, ZMod.card, hT] at hT2
  -- Cauchy-Schwarz for the partial sums, then summation over the ring
  have hP2 : ∑ j, P j ^ 2 ≤ (M : ℝ) ^ 2 * ∑ i, triple x i ^ 2 := by
    calc ∑ j, P j ^ 2
        ≤ ∑ j, (M : ℝ) * ∑ k ∈ range M, triple x (j + c + 3 * (k : ZMod N)) ^ 2 := by
          refine Finset.sum_le_sum fun j _ => ?_
          have hc := sq_sum_le_card_mul_sum_sq (s := range M)
            (f := fun k : ℕ => triple x (j + c + 3 * (k : ZMod N)))
          simp only [Finset.card_range] at hc
          rw [hP j]
          exact hc
      _ = (M : ℝ) * ∑ k ∈ range M, ∑ j, triple x (j + c + 3 * (k : ZMod N)) ^ 2 := by
          rw [← Finset.mul_sum, Finset.sum_comm]
      _ = (M : ℝ) * ∑ k ∈ range M, ∑ i, triple x i ^ 2 := by
          congr 1
          refine Finset.sum_congr rfl fun k _ => ?_
          have hs := Equiv.sum_comp (Equiv.addRight (c + 3 * (k : ZMod N)))
            (fun i => triple x i ^ 2)
          simp only [Equiv.coe_addRight, ← add_assoc] at hs
          exact hs
      _ = (M : ℝ) ^ 2 * ∑ i, triple x i ^ 2 := by
          rw [Finset.sum_const, Finset.card_range, nsmul_eq_mul]
          ring
  have hX : ∑ j, x j ^ 2 ≤ (N : ℝ) * (2 * (∑ i, x i) ^ 2) + 2 * ∑ j, P j ^ 2 := by
    calc ∑ j, x j ^ 2 ≤ ∑ j, (2 * (∑ i, x i) ^ 2 + 2 * P j ^ 2) := by
          refine Finset.sum_le_sum fun j _ => ?_
          rw [hx j, ← hP j]
          nlinarith [sq_nonneg (∑ i, x i + P j)]
      _ = _ := by
          rw [Finset.sum_add_distrib, Finset.sum_const, Finset.card_univ, ZMod.card,
            nsmul_eq_mul, ← Finset.mul_sum]
  have hM' : 2 * (M : ℝ) ≤ N := by exact_mod_cast hM
  have a := mul_le_mul_of_nonneg_left hT2 (Nat.cast_nonneg (α := ℝ) N)
  have b := mul_le_mul_of_nonneg_right (pow_le_pow_left₀ (by positivity) hM' 2) hS
  nlinarith [mul_nonneg (sq_nonneg (N : ℝ)) hS]

/-- If three does not divide `N` and `e * N ^ 2 < 1`, every nonzero displacement costs
energy. -/
theorem energy_pos (h : ¬ 3 ∣ N) {e : ℝ} (he : e * (N : ℝ) ^ 2 < 1)
    {x : ZMod N → ℝ} (hx : x ≠ 0) : 0 < energy e x := by
  have hN : 0 < (N : ℝ) ^ 2 := pow_pos (Nat.cast_pos.mpr (NeZero.pos N)) 2
  have hp : 0 < (N : ℝ) ^ 2 * energy e x := by
    unfold energy
    nlinarith [mul_pos (sum_sq_pos hx) (sub_pos.mpr he), stiffness_gap h x]
  exact (mul_pos_iff_of_pos_left hN).mp hp

/-- The real part of a lattice plane wave `χ` on the ring has energy
`(1 + 2 Re χ(1)) ^ 2 - e` times its sum of squares. -/
theorem energy_planeWave (χ : AddChar (ZMod N) ℂ) (e : ℝ) :
    energy e (fun i => (χ i).re) =
      ((1 + 2 * (χ 1).re) ^ 2 - e) * ∑ i, (χ i).re ^ 2 := by
  have ht : ∀ i, triple (fun i => (χ i).re) i = (1 + 2 * (χ 1).re) * (χ i).re := by
    intro i
    simp only [triple, sub_eq_add_neg, AddChar.map_add_eq_mul, AddChar.map_neg_eq_conj,
      Complex.mul_re, Complex.conj_re, Complex.conj_im]
    ring
  simp only [energy, ht, mul_pow, ← Finset.mul_sum]
  ring

/-- On a ring of any size, the real part of a plane wave `χ` lowers the energy as soon as
`e` exceeds `(1 + 2 Re χ(1)) ^ 2`. -/
theorem planeWave_unstable (χ : AddChar (ZMod N) ℂ) {e : ℝ}
    (he : (1 + 2 * (χ 1).re) ^ 2 < e) : energy e (fun i => (χ i).re) < 0 := by
  have hne : (fun i => (χ i).re) ≠ 0 := by
    intro h0
    have h1 := congrFun h0 0
    simp at h1
  rw [energy_planeWave]
  exact mul_neg_of_neg_of_pos (sub_neg.mpr he) (sum_sq_pos hne)

/-- If three divides `N`, then for every `e > 0` some displacement has negative energy; if three
does not divide `N`, the energy is positive definite for all `e` below some positive threshold. -/
theorem threefold_instability (N : ℕ) [NeZero N] :
    (3 ∣ N → ∀ e : ℝ, 0 < e → ∃ x : ZMod N → ℝ, energy e x < 0) ∧
    (¬ 3 ∣ N → ∃ e₀ : ℝ, 0 < e₀ ∧
      ∀ e < e₀, ∀ x : ZMod N → ℝ, x ≠ 0 → 0 < energy e x) := by
  constructor
  · intro h e he
    have hne : threefold h ≠ 0 := by
      intro h0
      have h1 := congrFun h0 0
      simp [threefold, pattern] at h1
    refine ⟨threefold h, ?_⟩
    -- the stiffness term vanishes on the reconstruction
    have hE : energy e (threefold h) = -(e * ∑ i, threefold h i ^ 2) := by
      simp [energy, triple_threefold]
    rw [hE]
    exact neg_neg_of_pos (mul_pos he (sum_sq_pos hne))
  · intro h
    have hN : 0 < (N : ℝ) ^ 2 := pow_pos (Nat.cast_pos.mpr (NeZero.pos N)) 2
    exact ⟨1 / (N : ℝ) ^ 2, by positivity,
      fun e he x hx => energy_pos h ((lt_div_iff₀ hN).mp he) hx⟩

end

end ThreefoldReconstruction
```

```lean
#print axioms ThreefoldReconstruction.planeWave_unstable
-- 'ThreefoldReconstruction.planeWave_unstable' depends on axioms: [propext, Classical.choice, Quot.sound]
#print axioms ThreefoldReconstruction.threefold_instability
-- 'ThreefoldReconstruction.threefold_instability' depends on axioms: [propext, Classical.choice, Quot.sound]
```

## From the pattern to the instability

The function `threefold` reads the site index modulo three, which is consistent around the ring because $3\mid N$. In `triple_threefold`, `decide` checks the three possible positions in the cell, and the result is carried over to real numbers. The lemma `sum_sq_pos` says that a nonzero displacement has a positive sum of squares. Together they give the first half of `threefold_instability`, where the energy reduces to $-e\sum_i x_i^2$.

## Covering the ring in Lean

The lemma `sum_window` proves by induction on the number of groups that $M$ adjacent triple sums add up to the displacements on $3M$ consecutive steps. Steps may revisit a site, as the second case requires. The lemma `sum_ring` says that $N$ consecutive steps from any starting site collect the total $X$; it matches the step numbers $0,\dots,N-1$ with the sites.

These two lemmas enter `exists_inversion`, which splits on the remainder of $N$ modulo three. The offset `c` is $2$ when one site is left out and $1$ when one site is counted twice. Stating the result for squares lets a single formula serve both signs. The inequality $2M\le N$ is left to `omega`, which handles linear integer arithmetic.

## Estimates and plane waves

In `stiffness_gap`, `hT` is the identity $\sum_i t_i=3X$, and `hT2` is the resulting bound on $X^2$. The calculation `hP2` applies Cauchy–Schwarz to each $P_j$, exchanges the two sums, and uses the fact that a shift of the ring leaves a sum over all sites unchanged. Then `hX` inserts $(X-P_j)^2\le2X^2+2P_j^2$, and the last `nlinarith` combines the estimates into the factor $N^2$.

The theorem `energy_pos` multiplies the energy by $N^2$, as in the derivation, and then removes this positive factor. The second half of `threefold_instability` applies it with `e₀` equal to $1/N^2$.

For the waves, `energy_planeWave` uses the product rule for characters and the fact that $\chi(-1)$ is the complex conjugate of $\chi(1)$. This replaces the addition formula for the cosine. In `planeWave_unstable`, the value $\chi(0)=1$ shows that the real part is not identically zero, so a negative bracket gives a negative energy.
